# For a positive definite dielectric tensor, the inverse of the mean dielectric constant is at most the isotropic average of its inverse

The dielectric tensor is a real, positive definite matrix ε in finite dimension d ≥ 1, and the dielectric constant along a unit vector u is u · εu. Averages are taken over finitely many unit vectors with positive weights, whose weighted second moment is the identity divided by d. The theorem says that the average of 1/(u · εu) is at least d/tr ε, the inverse of the mean dielectric constant, with equality exactly when the constants along all the chosen directions agree. The proof writes the difference of the two sides as a weighted sum of squared deviations from the mean, which is nonnegative and vanishes only if every deviation does.

The first attempt, which Lean rejects:

```lean
import Mathlib

open Matrix

namespace MeanDielectricUnderestimates

noncomputable section

variable {ι n : Type*} [Fintype ι] [Fintype n] [DecidableEq n]

/-- A directional quadrature rule: positive weights and unit vectors whose weighted second
moment is the identity divided by the dimension. -/
structure IsotropicRule (w : ι → ℝ) (u : ι → n → ℝ) : Prop where
  pos : ∀ i, 0 < w i
  unit : ∀ i, u i ⬝ᵥ u i = 1
  second_moment : ∑ i, w i • vecMulVec (u i) (u i) =
    (1 / (Fintype.card n : ℝ)) • (1 : Matrix n n ℝ)

/-- The quadratic form `q · ε q` of the dielectric tensor; for a unit vector `q` it is the
dielectric constant along `q`. -/
def longitudinal (ε : Matrix n n ℝ) (q : n → ℝ) : ℝ := q ⬝ᵥ ε *ᵥ q

omit [DecidableEq n] in
/-- A positive definite dielectric tensor has a positive dielectric constant along every
unit vector. -/
theorem longitudinal_pos {ε : Matrix n n ℝ} (hε : ε.PosDef) {u : n → ℝ}
    (hu : u ⬝ᵥ u = 1) : 0 < longitudinal ε u := by
  have hne : u ≠ 0 := by
    rintro rfl
    simp at hu
  have h := hε.dotProduct_mulVec_pos hne
  rwa [star_trivial] at h

/-- An isotropic rule averages the directional dielectric constant to the trace of the tensor
divided by the dimension. -/
theorem mean_longitudinal {w : ι → ℝ} {u : ι → n → ℝ} (hR : IsotropicRule w u)
    (ε : Matrix n n ℝ) :
    ∑ i, w i * longitudinal ε (u i) = ε.trace / Fintype.card n := by
  -- contract the second moment with the tensor
  have h := congrArg (fun M => (ε * M).trace) hR.second_moment
  simp only [Matrix.mul_sum, Matrix.trace_sum, Matrix.mul_smul, Matrix.trace_smul,
    Matrix.mul_vecMulVec, Matrix.trace_vecMulVec, Matrix.mul_one, smul_eq_mul] at h
  have e : ∑ i, w i * longitudinal ε (u i) = ∑ i, w i * ((ε *ᵥ u i) ⬝ᵥ u i) :=
    Finset.sum_congr rfl fun i _ => by rw [longitudinal, dotProduct_comm]
  rw [e, h]
  ring

/-- In dimension at least one, the weights of an isotropic rule sum to one. -/
theorem sum_weights [Nonempty n] {w : ι → ℝ} {u : ι → n → ℝ} (hR : IsotropicRule w u) :
    ∑ i, w i = 1 := by
  have h := mean_longitudinal hR 1
  simp only [longitudinal, Matrix.one_mulVec, hR.unit, mul_one, Matrix.trace_one] at h
  rw [h, div_self (Nat.cast_ne_zero.mpr Fintype.card_ne_zero)]

/-- For weights summing to one and nonzero values `q i` with nonzero mean `m`, the averaged
inverse exceeds the inverse of the mean by an explicit weighted sum of squared deviations. -/
theorem inverse_average_gap {w q : ι → ℝ} {m : ℝ} (hm : m ≠ 0) (hq : ∀ i, q i ≠ 0)
    (h1 : ∑ i, w i = 1) (h2 : ∑ i, w i * q i = m) :
    ∑ i, w i / q i - 1 / m = ∑ i, w i * (q i - m) ^ 2 / (q i * m ^ 2) := by
  have e : ∀ i, w i * (q i - m) ^ 2 / (q i * m ^ 2) =
      w i / q i - 2 / m * w i + 1 / m ^ 2 * (w i * q i) := by
    intro i
    have := hq i
    field_simp
    ring
  rw [Finset.sum_congr rfl fun i _ => e i, Finset.sum_add_distrib, Finset.sum_sub_distrib,
    ← Finset.mul_sum, ← Finset.mul_sum, h1, h2]
  field_simp
  ring

/-- For a positive definite dielectric tensor in dimension at least one, the average of the inverse
dielectric constant over the directions of an isotropic rule is at least the inverse of the mean
dielectric constant (the trace divided by the dimension), with equality exactly when the dielectric
constants along all directions of the rule agree. -/
theorem mean_dielectric_underestimates [Nonempty n] {w : ι → ℝ} {u : ι → n → ℝ}
    (hR : IsotropicRule w u) {ε : Matrix n n ℝ} (hε : ε.PosDef) :
    Fintype.card n / ε.trace ≤ ∑ i, w i / longitudinal ε (u i) ∧
    (∑ i, w i / longitudinal ε (u i) = Fintype.card n / ε.trace ↔
      ∀ i j, longitudinal ε (u i) = longitudinal ε (u j)) := by
  have hq : ∀ i, 0 < longitudinal ε (u i) := fun i => longitudinal_pos hε (hR.unit i)
  have hm : 0 < ε.trace / (Fintype.card n : ℝ) :=
    div_pos hε.trace_pos (Nat.cast_pos.mpr Fintype.card_pos)
  have hd := inverse_average_gap hm.ne' (fun i => (hq i).ne') (sum_weights hR)
    (mean_longitudinal hR ε)
  rw [one_div_div] at hd
  have hnn : ∀ i ∈ Finset.univ, 0 ≤ w i * (longitudinal ε (u i) -
      ε.trace / (Fintype.card n : ℝ)) ^ 2 /
      (longitudinal ε (u i) * (ε.trace / (Fintype.card n : ℝ)) ^ 2) := fun i _ =>
    div_nonneg (mul_nonneg (hR.pos i).le (sq_nonneg _)) (mul_nonneg (hq i).le (sq_nonneg _))
  refine ⟨by linarith [Finset.sum_nonneg hnn], fun h => ?_, fun h => ?_⟩
  · -- a vanishing gap forces every squared deviation to vanish
    have h0 := (Finset.sum_eq_zero_iff_of_nonneg hnn).mp (hd.symm.trans (sub_eq_zero.mpr h))
    have key : ∀ i, longitudinal ε (u i) = ε.trace / (Fintype.card n : ℝ) := by
      intro i
      rcases div_eq_zero_iff.mp (h0 i (Finset.mem_univ i)) with h | h
      · rcases mul_eq_zero.mp h with h | h
        · exact absurd h (hR.pos i).ne'
        · exact sub_eq_zero.mp ((pow_eq_zero_iff two_ne_zero).mp h)
      · exact absurd h (mul_pos (hq i) (pow_pos hm 2)).ne'
    intro i j
    rw [key i, key j]
  · -- equal values coincide with their mean
    have key : ∀ i, longitudinal ε (u i) = ε.trace / (Fintype.card n : ℝ) := by
      intro i
      calc longitudinal ε (u i) = ∑ j, w j * longitudinal ε (u i) := by
            rw [← Finset.sum_mul, sum_weights hR, one_mul]
        _ = ∑ j, w j * longitudinal ε (u j) :=
            Finset.sum_congr rfl fun j _ => by rw [h i j]
        _ = _ := mean_longitudinal hR ε
    rw [Finset.sum_eq_zero fun i _ => by rw [key i]; simp] at hd
    exact sub_eq_zero.mp hd

end

end MeanDielectricUnderestimates
```

Compiling this gives:

```
Main.lean:110:38: error: unsolved goals
ι : Type u_1
n : Type u_2
inst✝³ : Fintype ι
inst✝² : Fintype n
inst✝¹ : DecidableEq n
inst✝ : Nonempty n
w : ι → ℝ
u : ι → n → ℝ
hR : IsotropicRule w u
ε : Matrix n n ℝ
hε : ε.PosDef
hq : ∀ (i : ι), 0 < longitudinal ε (u i)
hm : 0 < ε.trace / ↑(Fintype.card n)
hd :
  ∑ i, w i / longitudinal ε (u i) - ↑(Fintype.card n) / ε.trace =
    ∑ i,
      w i * (longitudinal ε (u i) - ε.trace / ↑(Fintype.card n)) ^ 2 /
        (longitudinal ε (u i) * (ε.trace / ↑(Fintype.card n)) ^ 2)
hnn :
  ∀ i ∈ Finset.univ,
    0 ≤
      w i * (longitudinal ε (u i) - ε.trace / ↑(Fintype.card n)) ^ 2 /
        (longitudinal ε (u i) * (ε.trace / ↑(Fintype.card n)) ^ 2)
h : ∀ (i j : ι), longitudinal ε (u i) = longitudinal ε (u j)
key : ∀ (i : ι), longitudinal ε (u i) = ε.trace / ↑(Fintype.card n)
i : ι
x✝ : i ∈ Finset.univ
⊢ w i = 0 ∨ ε.trace = 0
Main.lean:111:25: error: Application type mismatch: The argument
  hd
has type
  0 - ↑(Fintype.card n) / ε.trace =
    ∑ i,
      w i * (longitudinal ε (u i) - ε.trace / ↑(Fintype.card n)) ^ 2 /
        (longitudinal ε (u i) * (ε.trace / ↑(Fintype.card n)) ^ 2)
but is expected to have type
  ∑ i, w i / longitudinal ε (u i) - ↑(Fintype.card n) / ε.trace = 0
in the application
  sub_eq_zero.mp hd
```

What went wrong. Both errors come from the last step, which shows that equal constants give equality. There `hd` equates the gap to the sum of squared deviations, and the `rw` was meant to replace that second sum by zero. But `Finset.sum_eq_zero` was given without its summand, so `rw` matched the first sum in `hd`, the average inverse itself. The inner proof then had to show that `w i / longitudinal ε (u i)` is zero, and `simp` was left with `w i = 0 ∨ ε.trace = 0`, the first message. The rewrite also turned the left side of `hd` into `0 - ↑(Fintype.card n) / ε.trace`, so `sub_eq_zero.mp hd` no longer fitted, the second message.

The repair leaves `hd` as it is and chains it with `Finset.sum_eq_zero` through `hd.trans`, which fixes the sum as the right side of `hd`. Each term to be shown zero now contains a squared deviation, which `key i` and `sub_self` reduce to the square of zero, and `simp` finishes. Naming `sub_self` is mere tidying, since `simp` knows that lemma.

The change, after which it compiles:

```diff
@@ -108,6 +108,7 @@
             Finset.sum_congr rfl fun j _ => by rw [h i j]
         _ = _ := mean_longitudinal hR ε
-    rw [Finset.sum_eq_zero fun i _ => by rw [key i]; simp] at hd
-    exact sub_eq_zero.mp hd
+    refine sub_eq_zero.mp (hd.trans (Finset.sum_eq_zero fun i _ => ?_))
+    rw [key i, sub_self]
+    simp
 
 end
```
